# Simple mixing with a symmetric positive dielectric operator: step range and optimal step

## A dielectric operator described by its extreme eigenvalues

The dielectric operator is modelled here as a real symmetric operator $\varepsilon$ on a finite-dimensional real inner product space $E$, known only through its smallest eigenvalue $a>0$ and its largest eigenvalue $b$. No microscopic formula for $\varepsilon$ enters.

Symmetry is a real restriction. In the random-phase approximation, $1-v_C\chi_0$, with Coulomb kernel $v_C$ and static independent-particle response $\chi_0$, is in general not symmetric. It becomes $1-v_C^{1/2}\chi_0v_C^{1/2}$, which is, when the potential is rescaled by $v_C^{-1/2}$; norms then refer to the rescaled variable. The condition $a>0$ makes $\varepsilon$ positive definite.

The unknown $x\in E$ is the screened perturbation and $v\in E$ the bare one. They satisfy the screening equation $\varepsilon x=v$, whose solution is called $x_s$. Simple mixing with a real parameter $\alpha$ repeats

$$x\mapsto x-\alpha(\varepsilon x-v).$$

For this linear, finite-dimensional problem, the results show how a large ratio $b/a$ slows simple mixing from the worst start, even at the best fixed $\alpha$.

## What is proved

- The equation $\varepsilon x=v$ has exactly one solution.
- The iteration converges to $x_s$ from every start if and only if $0<\alpha<2/b$.
- The operator norm is $\|1-\alpha\varepsilon\|=\max(|1-\alpha a|,|1-\alpha b|)$.
- Over all real $\alpha$, this norm has its unique minimum at $\alpha=2/(a+b)$, with value $(b-a)/(b+a)$.
- For every $\alpha$, some start $x\ne x_s$ has an error whose length is multiplied by exactly $\|1-\alpha\varepsilon\|$ in each step.

In Lean, `IsDielectric eps a b` collects the hypotheses. The fields `lowest` and `highest` supply non-zero eigenvectors for $a$ and $b$, and `bounds` places every eigenvalue between them. The update is `mix eps α v`, its $n$-fold repetition is `(mix eps α v)^[n]`, and `errorOp eps α` is $1-\alpha\varepsilon$. The solution appears as a vector `xs` with `eps xs = v`, so no inverse operator is needed. Convergence means convergence in the norm of $E$.

Nonlinear self-consistency, a step that changes between iterations, and preconditioning are not covered.

## From one step to the convergence range

If $\varepsilon x=\varepsilon y$ with $x\ne y$, then $x-y$ is an eigenvector with eigenvalue $0<a$, which is impossible. So $\varepsilon$ is injective and, in finite dimension, surjective. This gives the unique $x_s$.

Since $v=\varepsilon x_s$, one step changes the error to

$$x-\alpha(\varepsilon x-\varepsilon x_s)-x_s=(1-\alpha\varepsilon)(x-x_s).$$

An error $u$ with $\varepsilon u=\mu u$ therefore becomes $(1-\alpha\mu)^n u$ after $n$ steps.

Let $B_i$ be an orthonormal eigenbasis with eigenvalues $l_i$, and let $M=\max(|1-\alpha a|,|1-\alpha b|)$. The function $\mu\mapsto1-\alpha\mu$ is affine, so on $[a,b]$ it lies between its endpoint values, and $|1-\alpha l_i|\le M$. Hence

$$\|(1-\alpha\varepsilon)x\|^2=\sum_i(1-\alpha l_i)^2\langle B_i,x\rangle^2\le M^2\|x\|^2.$$

The eigenvectors for $a$ and $b$ are stretched by $|1-\alpha a|$ and $|1-\alpha b|$, so the norm equals $M$. Starting from $x_s$ plus the eigenvector that attains the maximum gives the slowest start.

Suppose that mixing converges from every start. Let $w$ be an eigenvector for $b$. The start $x_s+w$ has error length $|1-\alpha b|^n\|w\|$, which tends to zero only if $|1-\alpha b|<1$, that is, $0<\alpha<2/b$. Conversely, if $0<\alpha<2/b$, then $0<\alpha a\le\alpha b<2$. Both extreme factors lie strictly between $-1$ and $1$, so $M<1$, and the error is at most $M^n\|x-x_s\|\to0$.

## Balancing the two extreme modes

At $\alpha=2/(a+b)$,

$$1-\alpha a=\frac{b-a}{b+a},\qquad 1-\alpha b=-\frac{b-a}{b+a},$$

so the norm is $(b-a)/(b+a)$. A smaller $\alpha$ makes $1-\alpha a$ larger than this value; a larger $\alpha$ does the same to $\alpha b-1$. Either way the norm rises strictly.

If $a=b$, as always in dimension one, then $\varepsilon=a\,1$. The optimal step is $1/a$, the norm is zero, and one step reaches the solution.

The same argument applies to the residual $r=\varepsilon x-v$, which can be computed without knowing $x_s$: one step sends it to $\varepsilon x-\alpha\varepsilon r-v=(1-\alpha\varepsilon)r$, so it obeys the same norm bound.

## An operator with one distinguished mode

For a unit vector $u$ and $0<a\le b$, take $\varepsilon=a+(b-a)|u\rangle\langle u|$. Then $u$ has eigenvalue $b$, and any non-zero $w$ orthogonal to $u$ has eigenvalue $a$. If $\varepsilon x=\mu x$ with $x\ne0$, taking the inner product with $x$ gives

$$\mu\|x\|^2=a\|x\|^2+(b-a)\langle u,x\rangle^2.$$

By Cauchy–Schwarz, $0\le\langle u,x\rangle^2\le\|x\|^2$, hence $a\le\mu\le b$. The example in the plane has $a=1$ and $b=3$: mixing converges for $0<\alpha<2/3$, and the best step $1/2$ gives the factors $1/2$ and $-1/2$, so each iteration halves the length of the error exactly, from every start.

## The Lean development

```lean
import Mathlib

open Filter Topology

namespace SimpleMixing

noncomputable section

variable {E : Type*} [NormedAddCommGroup E] [InnerProductSpace ℝ E]

/-- A symmetric dielectric operator whose smallest eigenvalue is `a > 0` and whose largest
eigenvalue is `b`. -/
structure IsDielectric (eps : E →L[ℝ] E) (a b : ℝ) : Prop where
  symmetric : (eps : E →ₗ[ℝ] E).IsSymmetric
  pos : 0 < a
  lowest : ∃ u : E, u ≠ 0 ∧ eps u = a • u
  highest : ∃ w : E, w ≠ 0 ∧ eps w = b • w
  bounds : ∀ (μ : ℝ) (u : E), u ≠ 0 → eps u = μ • u → a ≤ μ ∧ μ ≤ b

/-- One step of simple mixing: subtract `α` times the residual `eps x - v`. -/
def mix (eps : E →L[ℝ] E) (α : ℝ) (v x : E) : E := x - α • (eps x - v)

/-- The error operator `1 - α eps`. -/
def errorOp (eps : E →L[ℝ] E) (α : ℝ) : E →L[ℝ] E := ContinuousLinearMap.id ℝ E - α • eps

/-- The operator `a + (b - a) |u⟩⟨u|`. -/
def oneMode (u : E) (a b : ℝ) : E →L[ℝ] E :=
  a • ContinuousLinearMap.id ℝ E + (b - a) • (innerSL ℝ u).smulRight u

lemma errorOp_apply (eps : E →L[ℝ] E) (α : ℝ) (x : E) :
    errorOp eps α x = x - α • eps x := rfl

lemma IsDielectric.le {eps : E →L[ℝ] E} {a b : ℝ} (h : IsDielectric eps a b) : a ≤ b := by
  obtain ⟨u, hu, hau⟩ := h.lowest
  exact (h.bounds a u hu hau).2

/-- The screening equation `eps x = v` has exactly one solution. -/
theorem existsUnique_solution [FiniteDimensional ℝ E] {eps : E →L[ℝ] E} {a b : ℝ}
    (h : IsDielectric eps a b) (v : E) : ∃! x, eps x = v := by
  have hinj : Function.Injective (eps : E →ₗ[ℝ] E) := by
    intro x y hxy
    by_contra hne
    have hxy' : eps x = eps y := hxy
    -- a non-zero difference would be an eigenvector with eigenvalue zero
    have h0 : eps (x - y) = (0 : ℝ) • (x - y) := by
      rw [map_sub, hxy', sub_self, zero_smul]
    exact absurd (h.bounds 0 _ (sub_ne_zero.mpr hne) h0).1 (not_le_of_gt h.pos)
  have hsurj : Function.Surjective (eps : E →ₗ[ℝ] E) :=
    LinearMap.injective_iff_surjective.mp hinj
  obtain ⟨x, hx⟩ := hsurj v
  exact ⟨x, hx, fun y hy => hinj (Eq.trans hy (Eq.symm hx))⟩

/-- One mixing step applies the error operator to the distance from the solution. -/
theorem mix_sub_solution {eps : E →L[ℝ] E} {v xs : E} (hxs : eps xs = v) (α : ℝ) (x : E) :
    mix eps α v x - xs = errorOp eps α (x - xs) := by
  rw [errorOp_apply, map_sub, hxs, mix]
  module

/-- An initial error along an eigenmode with eigenvalue `μ` is multiplied by `1 - α μ` in
every step. -/
theorem eigenmode_error {eps : E →L[ℝ] E} {v xs u : E} {μ : ℝ} (hxs : eps xs = v)
    (hu : eps u = μ • u) (α : ℝ) (n : ℕ) :
    (mix eps α v)^[n] (xs + u) - xs = (1 - α * μ) ^ n • u := by
  induction n with
  | zero => simp
  | succ n ih =>
    rw [Function.iterate_succ_apply', mix_sub_solution hxs, ih, errorOp_apply, map_smul, hu,
      pow_succ]
    module

/-- The operator norm of `1 - α eps` is the larger of `|1 - α a|` and `|1 - α b|`. -/
theorem norm_errorOp [FiniteDimensional ℝ E] {eps : E →L[ℝ] E} {a b : ℝ}
    (h : IsDielectric eps a b) (α : ℝ) :
    ‖errorOp eps α‖ = max |1 - α * a| |1 - α * b| := by
  apply le_antisymm
  · -- upper bound: expand in an orthonormal basis of eigenmodes
    obtain ⟨B, l, hB⟩ : ∃ (B : OrthonormalBasis (Fin (Module.finrank ℝ E)) ℝ E)
        (l : Fin (Module.finrank ℝ E) → ℝ), ∀ i, eps (B i) = l i • B i :=
      ⟨h.symmetric.eigenvectorBasis rfl, h.symmetric.eigenvalues rfl,
        fun i => h.symmetric.apply_eigenvectorBasis rfl i⟩
    have parseval : ∀ x : E, ‖x‖ ^ 2 = ∑ i, (inner ℝ (B i) x) ^ 2 := by
      intro x
      rw [← real_inner_self_eq_norm_sq, ← B.sum_inner_mul_inner x x]
      refine Finset.sum_congr rfl fun i _ => ?_
      have hc : inner ℝ (B i) x = inner ℝ x (B i) := real_inner_comm _ _
      rw [hc, sq]
    have hM : 0 ≤ max |1 - α * a| |1 - α * b| := le_max_of_le_left (abs_nonneg _)
    refine ContinuousLinearMap.opNorm_le_bound _ hM fun x => ?_
    refine (le_abs_self _).trans (abs_le_of_sq_le_sq ?_ (mul_nonneg hM (norm_nonneg x)))
    rw [mul_pow, parseval (errorOp eps α x), parseval x, Finset.mul_sum]
    refine Finset.sum_le_sum fun i _ => ?_
    have hs : inner ℝ (eps (B i)) x = inner ℝ (B i) (eps x) := h.symmetric (B i) x
    have hc : inner ℝ (B i) (errorOp eps α x) = (1 - α * l i) * inner ℝ (B i) x := by
      rw [errorOp_apply, inner_sub_right, real_inner_smul_right, ← hs, hB,
        real_inner_smul_left]
      ring
    have hBi : B i ≠ 0 := fun h0 => by
      have h1 := B.orthonormal.1 i
      rw [h0, norm_zero] at h1
      exact zero_ne_one h1
    obtain ⟨h1, h2⟩ := h.bounds (l i) (B i) hBi (hB i)
    have hf : |1 - α * l i| ≤ max |1 - α * a| |1 - α * b| := by
      rcases le_total 0 α with hα | hα
      · rw [max_comm]
        exact abs_le_max_abs_abs (by nlinarith) (by nlinarith)
      · exact abs_le_max_abs_abs (by nlinarith) (by nlinarith)
    rw [hc, mul_pow, ← sq_abs (1 - α * l i)]
    exact mul_le_mul_of_nonneg_right (pow_le_pow_left₀ (abs_nonneg _) hf 2) (sq_nonneg _)
  · -- lower bound: test the operator on the extreme eigenmodes
    have key : ∀ (μ : ℝ) (u : E), u ≠ 0 → eps u = μ • u →
        |1 - α * μ| ≤ ‖errorOp eps α‖ := by
      intro μ u hu hμ
      have h1 : errorOp eps α u = (1 - α * μ) • u := by
        rw [errorOp_apply, hμ]
        module
      have h2 := (errorOp eps α).le_opNorm u
      rw [h1, norm_smul, Real.norm_eq_abs] at h2
      exact le_of_mul_le_mul_right h2 (norm_pos_iff.mpr hu)
    obtain ⟨u, hu, hau⟩ := h.lowest
    obtain ⟨w, hw, hbw⟩ := h.highest
    exact max_le (key a u hu hau) (key b w hw hbw)

/-- Simple mixing converges to the solution of `eps x = v` from every start if and only if
`0 < α < 2 / b`. -/
theorem mixing_converges_iff [FiniteDimensional ℝ E] {eps : E →L[ℝ] E} {a b : ℝ}
    (h : IsDielectric eps a b) {v xs : E} (hxs : eps xs = v) (α : ℝ) :
    (∀ x, Tendsto (fun n : ℕ => (mix eps α v)^[n] x) atTop (𝓝 xs)) ↔
      0 < α ∧ α < 2 / b := by
  have ha := h.pos
  have hab := h.le
  have hb : 0 < b := ha.trans_le hab
  constructor
  · intro hconv
    obtain ⟨w, hw, hbw⟩ := h.highest
    -- an error along the top mode must die out
    have ht := tendsto_iff_norm_sub_tendsto_zero.mp (hconv (xs + w))
    have hlt : |1 - α * b| < 1 := by
      by_contra hge
      have hbig : ∀ n : ℕ, ‖w‖ ≤ ‖(mix eps α v)^[n] (xs + w) - xs‖ := by
        intro n
        rw [eigenmode_error hxs hbw, norm_smul, norm_pow, Real.norm_eq_abs]
        exact le_mul_of_one_le_left (norm_nonneg w) (one_le_pow₀ (not_lt.mp hge))
      exact absurd (ge_of_tendsto' ht hbig) (not_le_of_gt (norm_pos_iff.mpr hw))
    obtain ⟨h1, h2⟩ := abs_lt.mp hlt
    refine ⟨?_, (lt_div_iff₀ hb).mpr (by linarith)⟩
    by_contra hα
    nlinarith [mul_nonneg (neg_nonneg.mpr (not_lt.mp hα)) hb.le]
  · rintro ⟨hα, hα2⟩ x
    have h2 : α * b < 2 := (lt_div_iff₀ hb).mp hα2
    have h3 : α * a ≤ α * b := mul_le_mul_of_nonneg_left hab hα.le
    have h4 : 0 < α * a := mul_pos hα ha
    have hlt : ‖errorOp eps α‖ < 1 := by
      rw [norm_errorOp h]
      exact max_lt (abs_lt.mpr ⟨by linarith, by linarith⟩)
        (abs_lt.mpr ⟨by linarith, by linarith⟩)
    -- the error is bounded by a geometric sequence
    have hbound : ∀ n : ℕ,
        ‖(mix eps α v)^[n] x - xs‖ ≤ ‖errorOp eps α‖ ^ n * ‖x - xs‖ := by
      intro n
      induction n with
      | zero => simp
      | succ n ih =>
        rw [Function.iterate_succ_apply', mix_sub_solution hxs, pow_succ', mul_assoc]
        exact ((errorOp eps α).le_opNorm _).trans
          (mul_le_mul_of_nonneg_left ih (norm_nonneg _))
    refine tendsto_iff_norm_sub_tendsto_zero.mpr
      (squeeze_zero (fun n => norm_nonneg _) hbound ?_)
    simpa using (tendsto_pow_atTop_nhds_zero_of_lt_one (norm_nonneg _) hlt).mul_const ‖x - xs‖

/-- At `α = 2 / (a + b)` the norm of `1 - α eps` is `(b - a) / (b + a)`, and every other `α`
gives a strictly larger norm. -/
theorem optimal_mixing [FiniteDimensional ℝ E] {eps : E →L[ℝ] E} {a b : ℝ}
    (h : IsDielectric eps a b) :
    ‖errorOp eps (2 / (a + b))‖ = (b - a) / (b + a) ∧
      ∀ α, α ≠ 2 / (a + b) → (b - a) / (b + a) < ‖errorOp eps α‖ := by
  have ha := h.pos
  have hab := h.le
  have hb : 0 < b := ha.trans_le hab
  have hs : a + b ≠ 0 := by positivity
  have hs' : b + a ≠ 0 := by positivity
  -- at the optimum the two extreme factors are opposite
  have e1 : 1 - 2 / (a + b) * a = (b - a) / (b + a) := by
    rw [add_comm b a]
    field_simp
    ring
  have e2 : 1 - 2 / (a + b) * b = -((b - a) / (b + a)) := by
    rw [add_comm b a]
    field_simp
    ring
  constructor
  · rw [norm_errorOp h, e1, e2, abs_neg, max_self]
    exact abs_of_nonneg (div_nonneg (by linarith) (by linarith))
  · intro α hα
    rw [norm_errorOp h]
    rcases lt_or_gt_of_ne hα with hlt | hgt
    · have h1 := mul_lt_mul_of_pos_right hlt ha
      exact lt_max_of_lt_left (lt_of_lt_of_le (by linarith) (le_abs_self _))
    · have h1 := mul_lt_mul_of_pos_right hgt hb
      exact lt_max_of_lt_right (lt_of_lt_of_le (by linarith) (neg_le_abs _))

/-- For every `α` some start different from the solution has an error whose length is multiplied by
exactly `‖1 - α eps‖` in each step. -/
theorem exists_slowest_start [FiniteDimensional ℝ E] {eps : E →L[ℝ] E} {a b : ℝ}
    (h : IsDielectric eps a b) {v xs : E} (hxs : eps xs = v) (α : ℝ) :
    ∃ x, x ≠ xs ∧ ∀ n : ℕ,
      ‖(mix eps α v)^[n] x - xs‖ = ‖errorOp eps α‖ ^ n * ‖x - xs‖ := by
  have key : ∀ (μ : ℝ) (u : E), u ≠ 0 → eps u = μ • u → ‖errorOp eps α‖ = |1 - α * μ| →
      ∃ x, x ≠ xs ∧ ∀ n : ℕ,
        ‖(mix eps α v)^[n] x - xs‖ = ‖errorOp eps α‖ ^ n * ‖x - xs‖ := by
    intro μ u hu hμ hn
    refine ⟨xs + u, fun h0 => hu (by simpa using h0), fun n => ?_⟩
    rw [eigenmode_error hxs hμ, norm_smul, norm_pow, Real.norm_eq_abs, hn,
      add_sub_cancel_left]
  obtain ⟨u, hu, hau⟩ := h.lowest
  obtain ⟨w, hw, hbw⟩ := h.highest
  rcases max_choice |1 - α * a| |1 - α * b| with hm | hm
  · exact key a u hu hau ((norm_errorOp h α).trans hm)
  · exact key b w hw hbw ((norm_errorOp h α).trans hm)

lemma oneMode_apply (u : E) (a b : ℝ) (x : E) :
    oneMode u a b x = a • x + (b - a) • (inner ℝ u x • u) := rfl

/-- For a unit vector `u` orthogonal to some non-zero `w`, and `0 < a ≤ b`, the operator
`a + (b - a) |u⟩⟨u|` is dielectric with extreme eigenvalues `a` and `b`. -/
theorem oneMode_isDielectric {u w : E} (hu : ‖u‖ = 1) (hw : w ≠ 0) (huw : inner ℝ u w = 0)
    {a b : ℝ} (ha : 0 < a) (hab : a ≤ b) : IsDielectric (oneMode u a b) a b where
  symmetric := by
    intro x y
    show inner ℝ (oneMode u a b x) y = inner ℝ x (oneMode u a b y)
    have hc : inner ℝ x u = inner ℝ u x := real_inner_comm _ _
    rw [oneMode_apply, oneMode_apply]
    simp only [inner_add_left, inner_add_right, real_inner_smul_left, real_inner_smul_right]
    rw [hc]
    ring
  pos := ha
  lowest := ⟨w, hw, by rw [oneMode_apply, huw]; module⟩
  highest := ⟨u, fun h0 => by simp [h0] at hu, by
    rw [oneMode_apply, real_inner_self_eq_norm_sq, hu]; module⟩
  bounds := by
    intro μ x hx hμ
    have hN : 0 < ‖x‖ ^ 2 := pow_pos (norm_pos_iff.mpr hx) 2
    have hcs := pow_le_pow_left₀ (abs_nonneg _) (abs_real_inner_le_norm u x) 2
    rw [sq_abs, hu, one_mul] at hcs
    have hc : inner ℝ x u = inner ℝ u x := real_inner_comm _ _
    -- the inner product of `x` with both sides of the eigenvalue equation
    have he : inner ℝ x (oneMode u a b x) = inner ℝ x (μ • x) := by rw [hμ]
    rw [oneMode_apply, inner_add_right, real_inner_smul_right, real_inner_smul_right,
      real_inner_smul_right, real_inner_smul_right, real_inner_self_eq_norm_sq, hc] at he
    have hd : 0 ≤ b - a := sub_nonneg.mpr hab
    constructor
    · refine le_of_mul_le_mul_right ?_ hN
      nlinarith [mul_nonneg hd (sq_nonneg (inner ℝ u x))]
    · refine le_of_mul_le_mul_right ?_ hN
      nlinarith [mul_le_mul_of_nonneg_left hcs hd]

/-- In the plane, the operator `1 + 2 |u⟩⟨u|` with `u` the first basis vector is dielectric with
extreme eigenvalues `1` and `3`. -/
theorem isDielectric_witness :
    IsDielectric (oneMode (EuclideanSpace.single (0 : Fin 2) (1 : ℝ)) 1 3) 1 3 := by
  refine oneMode_isDielectric (w := EuclideanSpace.single (1 : Fin 2) (1 : ℝ))
    (by simp) ?_ (by simp [EuclideanSpace.inner_single_left]) (by norm_num) (by norm_num)
  intro h0
  have h1 := congrArg norm h0
  simp at h1

end

end SimpleMixing
```

```lean
#print axioms SimpleMixing.mixing_converges_iff
#print axioms SimpleMixing.optimal_mixing
#print axioms SimpleMixing.exists_slowest_start
#print axioms SimpleMixing.oneMode_isDielectric
```

```
'SimpleMixing.mixing_converges_iff' depends on axioms: [propext, Classical.choice, Quot.sound]
'SimpleMixing.optimal_mixing' depends on axioms: [propext, Classical.choice, Quot.sound]
'SimpleMixing.exists_slowest_start' depends on axioms: [propext, Classical.choice, Quot.sound]
'SimpleMixing.oneMode_isDielectric' depends on axioms: [propext, Classical.choice, Quot.sound]
```

## How the proof follows the calculation

`existsUnique_solution` applies `bounds` to a difference vector with eigenvalue zero, then uses `LinearMap.injective_iff_surjective`. `mix_sub_solution` is the one-step error identity, and `eigenmode_error` iterates it by induction on `n`.

In `norm_errorOp`, `le_antisymm` separates the two bounds. The upper one takes `B` and `l` from the spectral theorem, and `parseval` turns norms into sums that are compared term by term. The case split on the sign of `α` is needed because $1-\alpha\mu$ decreases with $\mu$ for positive $\alpha$ and increases for negative $\alpha$. The lower bound is `key`, applied to both extreme eigenvectors.

In `mixing_converges_iff`, the forward direction assumes $|1-\alpha b|\ge1$. The error then never becomes shorter than `w`, which contradicts its limit zero. The reverse direction proves the geometric bound `hbound` by induction and concludes with `squeeze_zero`.

`optimal_mixing` computes the two opposite factors as `e1` and `e2`, then treats smaller and larger `α` separately. `exists_slowest_start` uses `max_choice` to select the extreme mode that attains the norm. Finally, `oneMode_isDielectric` checks each field for the one-mode operator, with `he`, the inner product of the eigenvalue equation with `x`, giving the eigenvalue bounds, and `isDielectric_witness` specialises it to the plane.
